# Under a rotation mixing upper and lower components, the upper block of a block-diagonal operator is even in the rotation parameter

An operator that is block-diagonal in upper and lower components, A = diag(a, b), is transformed by R(t) = exp(tK), where K = [[0, -X*], [X, 0]] mixes the two. The lemma says that R(t) A R(-t) and R(-t) A R(t) have the same upper-left block, for every real t. The spaces are finite-dimensional, and the complex matrices a, b and X are arbitrary: a and b need not be Hermitian, and X need not decouple any Hamiltonian. The proof conjugates with J = diag(1, -1), which reverses the sign of K and so exchanges R(t) with R(-t), while leaving A and the upper-left block of any matrix unchanged.

The first attempt, which Lean rejects:

```lean
import Mathlib

open Matrix Filter Topology

namespace UpperBlockEven

noncomputable section

variable {m n : Type*} [Fintype m] [DecidableEq m] [Fintype n] [DecidableEq n]

/-- The one-parameter group `exp(tK)` generated by the matrix `K`. -/
def rotation (K : Matrix m m ℂ) (t : ℝ) : Matrix m m ℂ := NormedSpace.exp (t • K)

/-- The block-diagonal property operator `diag(a, b)` on upper and lower components. -/
def blockOperator (a : Matrix m m ℂ) (b : Matrix n n ℂ) : Matrix (m ⊕ n) (m ⊕ n) ℂ :=
  fromBlocks a 0 0 b

/-- The generator `[[0, -X*], [X, 0]]` that mixes upper and lower components. -/
def coupling (X : Matrix n m ℂ) : Matrix (m ⊕ n) (m ⊕ n) ℂ :=
  fromBlocks 0 (-Xᴴ) X 0

/-- The upper block of the transformed block-diagonal operator is even in `t`. -/
theorem upper_block_even (a : Matrix m m ℂ) (b : Matrix n n ℂ) (X : Matrix n m ℂ) (t : ℝ) :
    (rotation (coupling X) t * blockOperator a b * rotation (coupling X) (-t)).toBlocks₁₁
      = (rotation (coupling X) (-t) * blockOperator a b
          * rotation (coupling X) t).toBlocks₁₁ := by
  -- J changes the sign of the lower component
  obtain ⟨J, hJdef⟩ : ∃ J : Matrix (m ⊕ n) (m ⊕ n) ℂ, J = fromBlocks 1 0 0 (-1) := ⟨_, rfl⟩
  have hJ : J * J = 1 := by simp [hJdef, fromBlocks_multiply]
  have hK : J * coupling X * J = -coupling X := by
    simp [hJdef, coupling, fromBlocks_multiply, fromBlocks_neg]
  have hA : J * blockOperator a b * J = blockOperator a b := by
    simp [hJdef, blockOperator, fromBlocks_multiply]
  have hR : ∀ s : ℝ, J * rotation (coupling X) s * J = rotation (coupling X) (-s) := by
    intro s
    have h := Matrix.exp_conj J (s • coupling X) ⟨⟨J, J, hJ, hJ⟩, rfl⟩
    rw [Matrix.inv_eq_right_inv hJ, mul_smul_comm, smul_mul_assoc, hK, smul_neg,
      ← neg_smul] at h
    exact h.symm
  have hblock : ∀ M : Matrix (m ⊕ n) (m ⊕ n) ℂ, (J * M * J).toBlocks₁₁ = M.toBlocks₁₁ := by
    intro M
    rw [← fromBlocks_toBlocks M]
    simp [hJdef, fromBlocks_multiply]
  rw [← hblock (rotation (coupling X) (-t) * _ * _)]
  congr 1
  have h1 := hR (-t)
  rw [neg_neg] at h1
  generalize rotation (coupling X) (-t) = F at *
  calc rotation (coupling X) t * blockOperator a b * F
      = (J * F * J) * (J * blockOperator a b * J) * (J * rotation (coupling X) t * J) := by
        rw [h1, hA, hR t]
    _ = J * F * (J * J) * blockOperator a b * (J * J) * rotation (coupling X) t * J := by
        noncomm_ring
    _ = _ := by rw [hJ]; noncomm_ring

end

end UpperBlockEven
```

The compiler's answer:

```
Main.lean:50:89: error: unsolved goals
m : Type u_1
n : Type u_2
inst✝³ : Fintype m
inst✝² : DecidableEq m
inst✝¹ : Fintype n
inst✝ : DecidableEq n
a : Matrix m m ℂ
b : Matrix n n ℂ
X : Matrix n m ℂ
t : ℝ
J : Matrix (m ⊕ n) (m ⊕ n) ℂ
hJdef : J = fromBlocks 1 0 0 (-1)
hJ : J * J = 1
hK : J * coupling X * J = -coupling X
hA : J * blockOperator a b * J = blockOperator a b
hR : ∀ (s : ℝ), J * rotation (coupling X) s * J = rotation (coupling X) (-s)
hblock : ∀ (M : Matrix (m ⊕ n) (m ⊕ n) ℂ), (J * M * J).toBlocks₁₁ = M.toBlocks₁₁
F : Matrix (m ⊕ n) (m ⊕ n) ℂ
h1 : J * F * J = rotation (coupling X) t
⊢ rotation (coupling X) t * blockOperator a b * F =
    rotation (coupling X) t * blockOperator a b * rotation (coupling X) (-t)
```

Diagnosis. The one error is in the first step of the `calc`. After the rewrites, the two sides differ only in their last factor, which is `F` on the left and `rotation (coupling X) (-t)` on the right. These were the same matrix until `generalize` replaced the expression by a new variable `F`, keeping no equation between the two.

The replacement reached `h1`, where the expression stood written out. It could not reach `hR`, which speaks of `-s` for a bound variable `s` and so does not contain the expression with `-t`. When `hR t` is instantiated afterwards, it brings back `rotation (coupling X) (-t)`, which Lean can no longer identify with `F`.

The repair states `h2 := hR t` before the `generalize`. The expression is then present in `h2` and is replaced along with the rest, so that `h2` reads `J * rotation (coupling X) t * J = F`. Rewriting with `h2` in place of `hR t` makes the two sides identical, and `rw` closes the goal by reflexivity.

This version goes through:

```diff
@@ -45,9 +45,10 @@
   congr 1
   have h1 := hR (-t)
+  have h2 := hR t
   rw [neg_neg] at h1
   generalize rotation (coupling X) (-t) = F at *
   calc rotation (coupling X) t * blockOperator a b * F
       = (J * F * J) * (J * blockOperator a b * J) * (J * rotation (coupling X) t * J) := by
-        rw [h1, hA, hR t]
+        rw [h1, hA, h2]
     _ = J * F * (J * J) * blockOperator a b * (J * J) * rotation (coupling X) t * J := by
         noncomm_ring
```
